# The trace of a matrix power is a sum over closed paths

Take a system with two states, 1 and 2, and a \(2\times 2\) matrix \(M\) with elements \(M(a,b)\). Writing out the trace of its square gives

\[
\operatorname{Tr}(M^2)=\sum_{a}\sum_{b} M(a,b)\,M(b,a)=M(1,1)^2+2\,M(1,2)M(2,1)+M(2,2)^2 .
\]

Each term of the double sum belongs to a closed path with two beads: start at \(a\), go to \(b\), return to \(a\). The matrix product sums over the intermediate bead, and the trace makes the path return to its start. With \(P\) beads I expect

\[
\operatorname{Tr}(M^P)=\sum_{x_0,\dots,x_{P-1}}\ \prod_{k=0}^{P-1} M(x_k,x_{k+1}),\qquad x_P=x_0 .
\]

When \(M\) is the unnormalised density matrix at \(P\) times the temperature of interest, this is the step that turns a quantum partition function into a sum over ring polymers. I usually see it justified by "insert \(P\) resolutions of the identity". Can it be made rigorous for every \(P\ge 1\), with the cyclic indices handled properly, and checked by machine? I would also like to know why a position-dependent observable may be read at any bead.

## Yes: multiply along an open chain, then close it

### From open chains to the ring

Let \(S\) be the finite set of states. It helps to give each link its own matrix and to begin with an open chain. For matrices \(M_0,\dots,M_{n-1}\) and any function \(F\) of the two endpoints, the claim is

\[
\sum_{x_0,\dots,x_n}F(x_0,x_n)\prod_{k=0}^{n-1}M_k(x_k,x_{k+1})
=\sum_{a,b}F(a,b)\,(M_0M_1\cdots M_{n-1})(a,b).
\]

The proof is by induction on the number of links \(n\). For \(n=0\) there is one bead and no link. The left side is \(\sum_a F(a,a)\). On the right the empty matrix product is the identity, which gives the same sum.

For \(n+1\) links, fix the first bead at \(x_0=a\) and rename the others \(y_k=x_{k+1}\), with \(k=0,\dots,n\). The part of the sum with this \(a\) is

\[
\sum_{y_0,\dots,y_n}\bigl[F(a,y_n)\,M_0(a,y_0)\bigr]\prod_{k=0}^{n-1}M_{k+1}(y_k,y_{k+1}).
\]

The bracket depends only on the endpoints of the shorter chain. The induction hypothesis therefore applies, with \(F(a,b)M_0(a,c)\) as the new endpoint function of \((c,b)\), and yields

\[
\sum_{c,b}F(a,b)\,M_0(a,c)\,(M_1\cdots M_n)(c,b)
=\sum_b F(a,b)\,(M_0M_1\cdots M_n)(a,b).
\]

Summing over \(a\) completes the step. If \(F\) is chosen to be 1 for one prescribed pair of endpoints and 0 otherwise, the result is the discrete propagator: a matrix element of the ordered product is the sum, over all paths between those endpoints, of the product of the link elements.

Now close the chain. A ring with \(P=n+1\) beads has the links \(M_0,\dots,M_n\), and the last one contributes \(M_n(x_n,x_0)\). That factor depends only on the endpoints of the open chain \(x_0,\dots,x_n\), so it can be absorbed into \(F\). Let \(f\) be a function on \(S\), read at bead 0, and let \(D_f\) be the diagonal matrix with entries \(f(a)\). With \(F(a,b)=f(a)M_n(b,a)\), the open-chain formula gives

\[
\sum_{a,b}f(a)\,(M_0\cdots M_{n-1})(a,b)\,M_n(b,a)
=\sum_a f(a)\,(M_0\cdots M_n)(a,a)
=\operatorname{Tr}(D_f M_0\cdots M_n).
\]

If all links are equal, this is \(\operatorname{Tr}(D_fM^P)\), and \(f=1\) gives the formula in the question. For \(P=1\) the single bead is linked to itself, and the formula reads \(\operatorname{Tr}M=\sum_a M(a,a)\).

### Every bead gives the same average

Let \(W(x)=\prod_k M(x_k,x_{k+1})\) be the weight of a ring, with bead indices taken modulo \(P\). Rotate the labels by setting \(y_k=x_{k+j}\). Then

\[
W(y)=\prod_k M(x_{k+j},x_{k+j+1})=W(x),
\]

because the same factors appear in a different order. Also \(y_0=x_j\), and the map from \(x\) to \(y\) is a bijection on closed paths. Hence

\[
\sum_x f(x_j)W(x)=\sum_y f(y_0)W(y)=\operatorname{Tr}(D_fM^P)
\]

for every \(j\). Summing over the \(P\) beads gives \(P\operatorname{Tr}(D_fM^P)\).

These sums are unnormalised. Over the real or complex numbers, and when \(\operatorname{Tr}(M^P)\neq0\), dividing by the partition sum gives the average

\[
\langle f\rangle=\frac{\operatorname{Tr}(D_fM^P)}{\operatorname{Tr}(M^P)}
=\frac{\sum_x \frac1P\sum_j f(x_j)\,W(x)}{\sum_x W(x)} .
\]

For a finite set of states and an observable diagonal in them, the function \(\frac1P\sum_j f(x_j)\) is the bead-averaged estimator of path-integral simulation, and \(\langle f\rangle\) is its weighted average over closed paths.

### States, beads and links in Lean

The type `S` is the set of states, for instance the points of a position grid, and `Fintype S` makes it finite. The entries of the matrices lie in a commutative ring `R`, which covers real and complex numbers. No positivity, symmetry or Hermiticity is assumed. The identity therefore holds for real-time propagators as well as for density matrices, but the path weights need not be probabilities.

A closed path is a function `x : ZMod P → S`. The index type `ZMod P` consists of the integers modulo `P`, so `k + 1` at the last bead is bead 0, and the boundary condition \(x_P=x_0\) is built into the indices. The hypothesis `NeZero P` says that the ring has at least one bead.

The main theorem is `trace_pow_eq_sum_closed_paths`. It states that `Matrix.trace (M ^ P)` equals the sum, over all such functions, of the product of `M (x k) (x (k + 1))` over all beads. The same product is named `ringWeight M x` for use in the estimator theorems.

The theorem `trace_slices_eq_sum_closed_paths` allows a different matrix on each link. Since matrices need not commute, their order matters, and `(List.ofFn ...).prod` multiplies them in the order \(M_0M_1\cdots M_{P-1}\). The observable is `Matrix.diagonal f`, placed in front of \(M_0\) and read at bead 0. The freedom to read it at any bead `j` is stated in `sum_estimator_at_bead` for equal links only.

The matrix \(M\) is given, not derived from a Hamiltonian. If \(M=e^{-\beta H/P}\) exactly, with \(H\) the Hamiltonian matrix and \(\beta\) the inverse temperature, then \(M^P=e^{-\beta H}\) and the path sum is the partition function of that finite model at any \(P\). If \(M\) is a split-operator approximation to this exponential, the path sum equals the trace for the approximate matrix, and the Trotter error remains in it. Continuous coordinates, the limit of many beads and observables that are not diagonal in the chosen states, such as the kinetic energy in a position basis, are not covered.

```lean
import Mathlib

namespace DiscretePathSums

section Weight

variable {S R : Type*} [CommRing R] {P : ℕ} [NeZero P]

/-- The weight of a closed path `x` with `P` beads: the product of the matrix elements of `M`
over all links between neighbouring beads, the last bead being linked to the first. -/
def ringWeight (M : Matrix S S R) (x : ZMod P → S) : R :=
  ∏ k : ZMod P, M (x k) (x (k + 1))

/-- Relabelling the beads of a ring polymer cyclically does not change its weight. -/
theorem ringWeight_shift (M : Matrix S S R) (x : ZMod P → S) (j : ZMod P) :
    ringWeight M (fun k => x (k + j)) = ringWeight M x := by
  unfold ringWeight
  refine Fintype.prod_equiv (Equiv.addRight j) _ _ fun k => ?_
  simp only [Equiv.coe_addRight, add_right_comm k 1 j]

end Weight

variable {S R : Type*} [Fintype S] [DecidableEq S] [CommRing R]

/-- Summing the product of the link matrix elements over all open paths of `n` links, with each path
weighted by a function `F` of its two endpoints, gives the ordered product of the link matrices
contracted with `F`. -/
theorem sum_open_paths (n : ℕ) (M : Fin n → Matrix S S R) (F : S → S → R) :
    ∑ x : Fin (n + 1) → S,
        F (x 0) (x (Fin.last n)) * ∏ k : Fin n, M k (x k.castSucc) (x k.succ)
      = ∑ a, ∑ b, F a b * (List.ofFn M).prod a b := by
  induction n generalizing F with
  | zero =>
    refine Fintype.sum_equiv (Equiv.funUnique (Fin 1) S) _ _ fun x => ?_
    simp [Matrix.one_apply]
  | succ n ih =>
    -- split off the first bead `a`
    rw [← (Fin.consEquiv (fun _ : Fin (n + 2) => S)).sum_comp, Fintype.sum_prod_type]
    refine Finset.sum_congr rfl fun a _ => ?_
    calc
      _ = ∑ y : Fin (n + 1) → S, (F a (y (Fin.last n)) * M 0 a (y 0)) *
            ∏ k : Fin n, M k.succ (y k.castSucc) (y k.succ) := by
          refine Finset.sum_congr rfl fun y _ => ?_
          rw [Fin.prod_univ_succ, ← mul_assoc]
          rfl
      _ = ∑ c, ∑ b, (F a b * M 0 a c) * (List.ofFn fun k : Fin n => M k.succ).prod c b :=
          ih (fun k => M k.succ) (fun c b => F a b * M 0 a c)
      _ = _ := by
          -- the sum over the second bead is a matrix product
          rw [Finset.sum_comm]
          refine Finset.sum_congr rfl fun b _ => ?_
          rw [List.ofFn_succ, List.prod_cons, Matrix.mul_apply, Finset.mul_sum]
          exact Finset.sum_congr rfl fun c _ => mul_assoc _ _ _

/-- The `(a, b)` matrix element of the ordered product of link matrices is the sum, over all paths
with first bead `a` and last bead `b`, of the product of the link matrix elements. -/
theorem propagator_eq_sum_paths (n : ℕ) (M : Fin n → Matrix S S R) (a b : S) :
    (List.ofFn M).prod a b =
      ∑ x : Fin (n + 1) → S, if x 0 = a ∧ x (Fin.last n) = b then
        ∏ k : Fin n, M k (x k.castSucc) (x k.succ) else 0 := by
  have h := sum_open_paths n M (fun c d => if c = a ∧ d = b then 1 else 0)
  have hR : (∑ c, ∑ d, (if c = a ∧ d = b then (1 : R) else 0) * (List.ofFn M).prod c d)
      = (List.ofFn M).prod a b := by
    rw [Finset.sum_eq_single a]
    · rw [Finset.sum_eq_single b]
      · simp
      · intro d _ hd
        simp [hd]
      · simp
    · intro c _ hc
      simp [hc]
    · simp
  rw [← hR, ← h]
  refine Finset.sum_congr rfl fun x _ => ?_
  rw [ite_mul, one_mul, zero_mul]

/-- Closing the path, with beads numbered `0, ..., n`: the sum over closed paths with an
observable `f` read at bead `0` is the trace of `f` times the ordered product of link matrices. -/
theorem sum_closed_paths_fin (n : ℕ) (M : Fin (n + 1) → Matrix S S R) (f : S → R) :
    ∑ x : Fin (n + 1) → S, f (x 0) * ∏ k : Fin (n + 1), M k (x k) (x (k + 1))
      = Matrix.trace (Matrix.diagonal f * (List.ofFn M).prod) := by
  calc
    _ = ∑ x : Fin (n + 1) → S, (f (x 0) * M (Fin.last n) (x (Fin.last n)) (x 0)) *
          ∏ k : Fin n, M k.castSucc (x k.castSucc) (x k.succ) := by
        -- the last link returns to bead `0`
        refine Finset.sum_congr rfl fun x _ => ?_
        rw [Fin.prod_univ_castSucc, Fin.last_add_one]
        simp only [Fin.coeSucc_eq_succ]
        ring
    _ = ∑ a, ∑ b, (f a * M (Fin.last n) b a) *
          (List.ofFn fun k : Fin n => M k.castSucc).prod a b :=
        sum_open_paths n (fun k => M k.castSucc) (fun a b => f a * M (Fin.last n) b a)
    _ = _ := by
        rw [List.ofFn_succ', List.concat_eq_append, List.prod_append, List.prod_singleton]
        unfold Matrix.trace
        refine Finset.sum_congr rfl fun a _ => ?_
        rw [Matrix.diag_apply, Matrix.diagonal_mul, Matrix.mul_apply, Finset.mul_sum]
        exact Finset.sum_congr rfl fun b _ => by ring

variable {P : ℕ} [NeZero P]

/-- The path sum with a different matrix on each link of the ring: the trace of an observable `f`
times the ordered product of the `P` link matrices is a sum over closed paths. -/
theorem trace_slices_eq_sum_closed_paths (M : ZMod P → Matrix S S R) (f : S → R) :
    Matrix.trace (Matrix.diagonal f * (List.ofFn fun k : Fin P => M ((k : ℕ) : ZMod P)).prod)
      = ∑ x : ZMod P → S, f (x 0) * ∏ k : ZMod P, M k (x k) (x (k + 1)) := by
  obtain ⟨n, rfl⟩ := Nat.exists_eq_succ_of_ne_zero (NeZero.ne P)
  have hM : (fun k : Fin (n + 1) => M ((k : ℕ) : ZMod (n + 1))) = M := by
    funext k
    exact congrArg M (ZMod.natCast_zmod_val (n := n + 1) k)
  have h := sum_closed_paths_fin n M f
  rw [← hM] at h
  refine h.symm.trans ?_
  rw [hM]
  rfl

/-- An observable `f` diagonal in the states may be read at any bead `j` of the ring polymer:
the weighted sum over closed paths is always the trace of `f` times `M ^ P`. -/
theorem sum_estimator_at_bead (M : Matrix S S R) (f : S → R) (j : ZMod P) :
    ∑ x : ZMod P → S, f (x j) * ringWeight M x
      = Matrix.trace (Matrix.diagonal f * M ^ P) := by
  have h := trace_slices_eq_sum_closed_paths (fun _ : ZMod P => M) f
  rw [List.ofFn_const, List.prod_replicate] at h
  rw [h]
  -- rotate the ring so that bead `j` becomes bead `0`
  let e : (ZMod P → S) ≃ (ZMod P → S) :=
    { toFun := fun x k => x (k + j)
      invFun := fun x k => x (k - j)
      left_inv := fun x => by funext k; simp
      right_inv := fun x => by funext k; simp }
  refine Fintype.sum_equiv e _ _ fun x => ?_
  change _ = f (x (0 + j)) * ringWeight M (fun k => x (k + j))
  rw [zero_add, ringWeight_shift]

/-- The discrete path integral for the trace: `Tr (M ^ P)` is the sum over all closed paths of
`P` beads of the product of the matrix elements of `M` along the path. -/
theorem trace_pow_eq_sum_closed_paths (M : Matrix S S R) :
    Matrix.trace (M ^ P) = ∑ x : ZMod P → S, ∏ k : ZMod P, M (x k) (x (k + 1)) := by
  have h := sum_estimator_at_bead (P := P) M (fun _ => 1) 0
  rw [Matrix.diagonal_one, one_mul] at h
  rw [← h]
  exact Finset.sum_congr rfl fun x _ => one_mul _

/-- The estimator summed over all beads: its weighted sum over closed paths is `P` times the
trace of the observable `f` times `M ^ P`. -/
theorem sum_estimator_all_beads (M : Matrix S S R) (f : S → R) :
    ∑ x : ZMod P → S, (∑ j : ZMod P, f (x j)) * ringWeight M x
      = (P : R) * Matrix.trace (Matrix.diagonal f * M ^ P) := by
  simp only [Finset.sum_mul]
  rw [Finset.sum_comm]
  simp only [sum_estimator_at_bead]
  rw [Finset.sum_const, Finset.card_univ, ZMod.card, nsmul_eq_mul]

end DiscretePathSums
```

```lean
#print axioms DiscretePathSums.propagator_eq_sum_paths
-- 'DiscretePathSums.propagator_eq_sum_paths' depends on axioms: [propext, Classical.choice, Quot.sound]
#print axioms DiscretePathSums.trace_pow_eq_sum_closed_paths
-- 'DiscretePathSums.trace_pow_eq_sum_closed_paths' depends on axioms: [propext, Classical.choice, Quot.sound]
#print axioms DiscretePathSums.sum_estimator_all_beads
-- 'DiscretePathSums.sum_estimator_all_beads' depends on axioms: [propext, Classical.choice, Quot.sound]
```

### How the Lean proof follows the chain and the ring

The induction is in `sum_open_paths`. The phrase `generalizing F` lets the induction hypothesis be used with a new endpoint function, which is what happens when the first link is absorbed into the bracket. `Fin.consEquiv` splits a path into its first bead and the rest. The three steps of the `calc` block then separate the first link from the product, apply the induction hypothesis, and recognise the sum over the second bead as a matrix product through `Matrix.mul_apply`.

In `propagator_eq_sum_paths`, the endpoint function is the indicator of the pair `a`, `b`. The two uses of `Finset.sum_eq_single` reduce the double sum over endpoints to the one matrix element that survives.

The ring is closed in `sum_closed_paths_fin`, where the beads are numbered from `0` to `n`. `Fin.prod_univ_castSucc` takes out the last link, and `Fin.last_add_one` says that the successor of the last bead is bead 0. The open-path theorem is then applied with the endpoint function `f a * M (Fin.last n) b a`, as in the derivation. The last part of the `calc` block appends the final matrix to the ordered product and reads off the trace.

Passing to the cyclic index type is the task of `trace_slices_eq_sum_closed_paths`. Since `P` is not zero, it can be written as `n + 1`, and `ZMod (n + 1)` is by definition the same type as `Fin (n + 1)`. The auxiliary statement `hM` checks that turning a bead index into a natural number and back leaves the link matrices unchanged.

The rotation argument has two parts. `ringWeight_shift` reindexes the product by adding `j` to every bead label, which proves \(W(y)=W(x)\). In `sum_estimator_at_bead`, the bijection `e` rotates whole paths, with rotation by `-j` as its inverse, so the sum with `f` read at bead `j` becomes the sum with `f` read at bead 0. The ordered product of equal matrices has already been turned into `M ^ P` by `List.ofFn_const` and `List.prod_replicate`.

The main theorem follows by taking `f` to be the constant 1 and `j` to be 0, since the diagonal matrix of ones is the identity. For `sum_estimator_all_beads`, `Finset.sum_comm` exchanges the sum over paths with the sum over beads. Each bead then contributes the same trace, and `ZMod.card` supplies their number, `P`.
